# A lower bound on all closed-walk mean energies holds step by step for some equivalent interaction

A ground-state search for a chain-like alloy can end with a candidate periodic arrangement and a check that no other periodic arrangement has a lower energy per step. Arrangements of different composition are compared here too, so for an alloy the energy is taken to include the chemical-potential terms. The check can be done on a finite table: shift energy between neighbouring steps, in a way that leaves every periodic arrangement's energy unchanged, and read off the smallest entry. The problems below ask how good a bound such a table can give. They apply to ground-state searches with cluster expansions for a one-dimensional chain with interactions of finite range.

## Chains as walks

Let $S$ be the set of states of one site, or of one block of sites. If the interaction reaches over at most $r$ sites, blocks of $r$ consecutive sites interact only with their neighbours, and the energy can be assigned to steps from one block to the next. The real number $w(a,b)$ is the energy of a step from state $a$ to state $b$. It need not be symmetric, and every step is allowed, including $a\to a$. Forbidden steps, with infinite energy, do not fit this description.

The step from the model to a real alloy is the replacement of the alloy's energy by such a sum along a chain. No hypothesis below justifies that replacement.

In Lean, `S` is an arbitrary type, so it may be infinite unless a theorem says otherwise.

```lean
import Mathlib

open Finset

namespace EquivalentPotentials

noncomputable section

variable {S : Type*}
```

A walk is a sequence $x_0,x_1,\dots$ of states, read up to step $n$. Its energy is

$$U_w(x,n)=\sum_{i=0}^{n-1} w(x_i,x_{i+1}).$$

The walk is closed when $x_n=x_0$; for $n>0$ it then describes one period of a periodic chain. States may repeat within the period. The Lean sequence `x : ℕ → S` continues beyond $n$, but those entries do not enter the energy.

```lean
/-- The energy of the first `n` steps of the walk `x`, with transition energies `w`. -/
def walkEnergy (w : S → S → ℝ) (x : ℕ → S) (n : ℕ) : ℝ :=
  ∑ i ∈ range n, w (x i) (x (i + 1))
```

For a real function $g$ on $S$, the equivalent interaction is

$$w_g(a,b)=w(a,b)+g(a)-g(b).$$

The Lean name `gauge` refers to this freedom in assigning energy to steps, not to an electromagnetic gauge. The sign convention adds $g$ at the start of the step and subtracts it at the end.

```lean
/-- The equivalent interaction obtained from `w` by adding `g a - g b` to the step from
`a` to `b`. -/
def gauge (w : S → S → ℝ) (g : S → ℝ) (a b : S) : ℝ :=
  w a b + g a - g b
```

Finally, let $e_0$ be the infimum of $U_w(x,n)/n$ over all closed walks with $n>0$. Despite its name, `groundEnergy` is an energy per step and not a total energy.

```lean
/-- The infimum of the mean energy per step over all closed walks of positive length,
for a finite nonempty set of states. -/
def groundEnergy (w : S → S → ℝ) : ℝ :=
  sInf {r | ∃ (x : ℕ → S) (n : ℕ), 0 < n ∧ x n = x 0 ∧ r = walkEnergy w x n / n}
```

## (a) The energy of a walk under a change of potential

Show that an equivalent interaction changes the energy of a walk only through its end states:

$$U_{w_g}(x,n)=U_w(x,n)+g(x_0)-g(x_n).$$

The added terms are

$$\sum_{i=0}^{n-1}\bigl(g(x_i)-g(x_{i+1})\bigr)=g(x_0)-g(x_n),$$

because each intermediate value occurs once with each sign. For a closed walk the difference vanishes, so periodic chains keep their energies.

The Lean proof does the cancellation by induction on `n`. The lemma `sum_range_succ` splits off the last step, and `ring` cancels $g(x_n)$ between the old end term and the new step.

```lean
/-- Passing to an equivalent interaction changes the energy of a walk only by a term
that depends on its two end states. -/
theorem walkEnergy_gauge (w : S → S → ℝ) (g : S → ℝ) (x : ℕ → S) (n : ℕ) :
    walkEnergy (gauge w g) x n = walkEnergy w x n + g (x 0) - g (x n) := by
  induction n with
  | zero => simp [walkEnergy]
  | succ n ih =>
    unfold walkEnergy at ih ⊢
    rw [sum_range_succ, sum_range_succ, ih]
    unfold gauge
    ring
```

## (b) One more step

Let $y$ agree with $x$ up to index $n$, and let $y_{n+1}=b$. Show that

$$U_w(y,n+1)=U_w(x,n)+w(x_n,b).$$

The first $n$ terms of $U_w(y,n+1)$ involve only $y_0,\dots,y_n$, which equal $x_0,\dots,x_n$. The last term is $w(y_n,y_{n+1})=w(x_n,b)$.

In Lean, $y$ is `Function.update x (n + 1) b`, the sequence `x` with a single entry replaced. The local statement `h` says that the entries up to `n` are unchanged, and `sum_congr` uses it term by term.

```lean
/-- Appending a step to the state `b` adds the energy of that transition. -/
theorem walkEnergy_extend (w : S → S → ℝ) (x : ℕ → S) (n : ℕ) (b : S) :
    walkEnergy w (Function.update x (n + 1) b) (n + 1) = walkEnergy w x n + w (x n) b := by
  have h : ∀ i, i ≤ n → Function.update x (n + 1) b i = x i :=
    fun i hi => Function.update_of_ne (by omega) _ _
  unfold walkEnergy
  rw [sum_range_succ, h n le_rfl, Function.update_self]
  congr 1
  apply sum_congr rfl
  intro i hi
  have hi' := mem_range.mp hi
  rw [h i (by omega), h (i + 1) (by omega)]
```

## (c) From closed walks to single steps

Let $e$ be a real number with $e\le U_w(x,n)/n$ for every closed walk of length $n>0$. Show that there is a real function $g$ with

$$e\le w(a,b)+g(a)-g(b)\qquad\text{for all }a,b\in S.$$

If $S$ is empty there is nothing to check. Otherwise fix a reference state $o$ and collect, for each $b$, the energies of all walks from $o$ to $b$, counted relative to $e$ per step:

$$E(b)=\{\,U_w(x,n)-ne : x_0=o,\ x_n=b\,\}.$$

The walk of length zero gives $0\in E(o)$. By (b), appending a step from $a$ to $b$ shows that

$$r\in E(a)\ \Rightarrow\ r+w(a,b)-e\in E(b).$$

In particular, one step from $o$ shows that no $E(b)$ is empty.

Each $E(b)$ is also bounded below. Take a walk of length $n$ from $o$ to $b$ and close it by a step back to $o$. The closed walk has length $n+1>0$, so

$$(n+1)e\le U_w(x,n)+w(b,o),$$

and therefore

$$U_w(x,n)-ne\ge e-w(b,o).$$

The right side does not depend on the walk, so $g(b)=\inf E(b)$ is a real number. For every $r\in E(a)$ the appended step gives $g(b)\le r+w(a,b)-e$, that is,

$$g(b)-w(a,b)+e\le r.$$

The left side is a lower bound of $E(a)$, so it is at most $g(a)$. Rearranging gives the claim. Since each $b$ has its own lower bound, $S$ need not be finite.

The Lean proof has the same parts: `hstep` appends a step, `hne` shows that the sets are nonempty, and `hbdd` closes the walk. In `key`, `csInf_le` says that the infimum lies below each element, and `le_csInf` says that it lies above each lower bound.

```lean
/-- If every closed walk of positive length has mean energy per step at least `e`, then
some equivalent interaction has energy at least `e` on every single transition. -/
theorem exists_potential (w : S → S → ℝ) (e : ℝ)
    (h : ∀ (x : ℕ → S) (n : ℕ), 0 < n → x n = x 0 → e ≤ walkEnergy w x n / n) :
    ∃ g : S → ℝ, ∀ a b, e ≤ w a b + g a - g b := by
  rcases isEmpty_or_nonempty S with hS | ⟨⟨o⟩⟩
  · exact ⟨fun _ => 0, fun a => isEmptyElim a⟩
  -- energies, counted relative to `e` per step, of the walks from `o` to `b`
  let E : S → Set ℝ := fun b =>
    {r | ∃ (x : ℕ → S) (n : ℕ), x 0 = o ∧ x n = b ∧ r = walkEnergy w x n - n * e}
  have hstep : ∀ a b r, r ∈ E a → r + w a b - e ∈ E b := by
    rintro a b r ⟨x, n, h0, hn, rfl⟩
    refine ⟨Function.update x (n + 1) b, n + 1, ?_, Function.update_self _ _ _, ?_⟩
    · rw [Function.update_of_ne (by omega : (0 : ℕ) ≠ n + 1), h0]
    · rw [walkEnergy_extend, hn]
      push_cast
      ring
  have hzero : (0 : ℝ) ∈ E o := ⟨fun _ => o, 0, rfl, rfl, by simp [walkEnergy]⟩
  have hne : ∀ b, (E b).Nonempty := fun b => ⟨_, hstep o b 0 hzero⟩
  -- closing a walk by one step back to `o` bounds its energy from below
  have hbdd : ∀ b, BddBelow (E b) := by
    intro b
    refine ⟨e - w b o, ?_⟩
    rintro r ⟨x, n, h0, hn, rfl⟩
    have hc := h (Function.update x (n + 1) o) (n + 1) (Nat.succ_pos n) (by
      rw [Function.update_self, Function.update_of_ne (by omega : (0 : ℕ) ≠ n + 1), h0])
    rw [le_div_iff₀ (by positivity), walkEnergy_extend, hn] at hc
    push_cast at hc
    linarith
  refine ⟨fun b => sInf (E b), fun a b => ?_⟩
  have key : sInf (E b) - w a b + e ≤ sInf (E a) := by
    apply le_csInf (hne a)
    intro r hr
    have := csInf_le (hbdd b) (hstep a b r hr)
    linarith
  change e ≤ w a b + sInf (E a) - sInf (E b)
  linarith
```

## (d) From single steps to closed walks

Suppose that $e\le w_g(a,b)$ for all $a,b$. Show that every closed walk of length $n>0$ satisfies

$$e\le \frac{U_w(x,n)}{n}.$$

Summing the hypothesis along the walk gives $ne\le U_{w_g}(x,n)$. By (a) and $x_n=x_0$, the right side equals $U_w(x,n)$. Division by $n$ finishes the argument. Together with (c), this makes the two conditions equivalent.

In Lean, `h1` is the identity from (a), `h2` is the summed inequality, and `linarith` combines them.

```lean
/-- If an equivalent interaction has energy at least `e` on every transition, then every
closed walk of positive length has mean energy per step at least `e`. -/
theorem le_mean_of_potential {w : S → S → ℝ} {g : S → ℝ} {e : ℝ}
    (hg : ∀ a b, e ≤ gauge w g a b) {x : ℕ → S} {n : ℕ} (hn : 0 < n) (hx : x n = x 0) :
    e ≤ walkEnergy w x n / n := by
  rw [le_div_iff₀ (Nat.cast_pos.mpr hn)]
  have h1 := walkEnergy_gauge w g x n
  rw [hx] at h1
  have h2 : ∑ _i ∈ range n, e ≤ walkEnergy (gauge w g) x n :=
    sum_le_sum (fun i _ => hg _ _)
  simp only [sum_const, card_range, nsmul_eq_mul] at h2
  linarith
```

## (e) Which periodic chains reach the bound

Keep the hypothesis of (d). Show that a closed walk of length $n>0$ satisfies

$$\frac{U_w(x,n)}{n}=e\quad\Longleftrightarrow\quad w_g(x_i,x_{i+1})=e\ \text{ for all } i<n.$$

By (a),

$$U_w(x,n)-ne=\sum_{i=0}^{n-1}\bigl(w_g(x_i,x_{i+1})-e\bigr).$$

Every term on the right is nonnegative, so the sum is zero exactly when every term is zero. Once a suitable $g$ is known, the periodic chains of mean energy $e$, if there are any, are those built only from steps whose table entry equals $e$.

The Lean lemma `Finset.sum_eq_sum_iff_of_le` supplies the statement about sums with termwise bounds. The two directions of the equivalence then use it in turn.

```lean
/-- Suppose an equivalent interaction has energy at least `e` on every transition. Then a
closed walk of positive length has mean energy `e` exactly when each of its steps has
equivalent energy `e`. -/
theorem mean_eq_iff {w : S → S → ℝ} {g : S → ℝ} {e : ℝ}
    (hg : ∀ a b, e ≤ gauge w g a b) {x : ℕ → S} {n : ℕ} (hn : 0 < n) (hx : x n = x 0) :
    walkEnergy w x n / n = e ↔ ∀ i < n, gauge w g (x i) (x (i + 1)) = e := by
  have h1 := walkEnergy_gauge w g x n
  rw [hx] at h1
  -- a sum of termwise bounds is saturated only if every term is
  have h2 := Finset.sum_eq_sum_iff_of_le (s := range n) (f := fun _ => e)
    (g := fun i => gauge w g (x i) (x (i + 1))) (fun i _ => hg _ _)
  simp only [sum_const, card_range, nsmul_eq_mul, mem_range] at h2
  have hn' : (n : ℝ) ≠ 0 := Nat.cast_ne_zero.mpr hn.ne'
  rw [div_eq_iff hn']
  unfold walkEnergy at h1 ⊢
  constructor
  · intro h i hi
    exact (h2.mp (by linarith) i hi).symm
  · intro h
    have h3 := h2.mpr (fun i hi => (h i hi).symm)
    linarith
```

## (f) What the energies of periodic chains determine

Let $w$ and $w'$ be two interactions. Show that $U_{w'}(x,n)=U_w(x,n)$ for all closed walks if and only if there is a function $g$ with

$$w'(a,b)=w(a,b)+g(a)-g(b)\qquad\text{for all }a,b.$$

If the energies agree, the difference $d=w'-w$ has energy zero on every closed walk. Part (c), with $e=0$, gives a function $h$ such that

$$0\le d(a,b)+h(a)-h(b),\qquad 0\le d(b,a)+h(b)-h(a).$$

The two right sides add up to $d(a,b)+d(b,a)$, the energy of the closed walk $a\to b\to a$, which is zero. Both inequalities are therefore equalities, and $d(a,b)=h(b)-h(a)$. Set $g=-h$. The converse is (a) for closed walks.

The total energies of all periodic chains thus fix the step energies only up to a term $g(a)-g(b)$.

The Lean proof calls the function from (c) `g` and returns its negative. The sequence `fun i => if i = 1 then b else a` is the walk $a\to b\to a$, and `h3` and `h4` are the two inequalities.

```lean
/-- Two interactions give every closed walk the same energy exactly when they differ by a
term `g a - g b`. -/
theorem same_closed_energy_iff (w w' : S → S → ℝ) :
    (∀ (x : ℕ → S) (n : ℕ), x n = x 0 → walkEnergy w' x n = walkEnergy w x n) ↔
      ∃ g : S → ℝ, ∀ a b, w' a b = gauge w g a b := by
  constructor
  · intro h
    obtain ⟨g, hg⟩ := exists_potential (fun a b => w' a b - w a b) 0 (by
      intro x n _ hx
      have h0 : walkEnergy (fun a b => w' a b - w a b) x n = 0 := by
        have h1 := h x n hx
        unfold walkEnergy at h1 ⊢
        rw [sum_sub_distrib, h1, sub_self]
      rw [h0, zero_div])
    refine ⟨fun s => -g s, fun a b => ?_⟩
    -- the closed walk a → b → a turns both inequalities into equalities
    have h2 := h (fun i => if i = 1 then b else a) 2 (by simp)
    simp [walkEnergy, sum_range_succ] at h2
    have h3 := hg a b
    have h4 := hg b a
    unfold gauge
    linarith
  · rintro ⟨g, hg⟩ x n hx
    have h1 : w' = gauge w g := by
      funext a b
      exact hg a b
    rw [h1, walkEnergy_gauge, hx]
    ring
```

## (g) The best bound from a table

Now let $S$ be finite and nonempty. Show that the infimum $e_0$ is the best bound that an equivalent interaction can certify:

$$e_0=\max\{\,e\in\mathbb R : \exists g\ \forall a,b,\ e\le w_g(a,b)\,\}.$$

There are finitely many step energies, so they have a common lower bound $m$. By (d) with $g=0$, every closed-walk mean is at least $m$. The set of means is nonempty, since it contains $w(o,o)$ for any state $o$. Hence $e_0$ is a real lower bound of all the means, and (c) provides a $g$ with $e_0\le w_g(a,b)$ throughout. So $e_0$ belongs to the set on the right. If $e$ is any other member, (d) shows that it lies below every mean, and therefore $e\le e_0$.

`IsGreatest` combines the two claims, membership and upper bound, and `constructor` separates them. Finiteness serves to bound the means from below; for a set of means that is unbounded below, Lean's `sInf` would return $0$, which has no physical meaning here. The theorem says that the maximum over $e$ is attained by some $g$; it does not say that some periodic chain attains $e_0$.

```lean
/-- For finitely many states, at least one, the infimum of the mean energy over closed walks
is the greatest `e` for which some equivalent interaction is at least `e` on every
transition. -/
theorem groundEnergy_isGreatest [Finite S] [Nonempty S] (w : S → S → ℝ) :
    IsGreatest {e : ℝ | ∃ g : S → ℝ, ∀ a b, e ≤ gauge w g a b} (groundEnergy w) := by
  obtain ⟨m, hm⟩ := (Set.finite_range (fun p : S × S => w p.1 p.2)).bddBelow
  have hw : ∀ a b, m ≤ gauge w (fun _ => 0) a b := by
    intro a b
    have h1 : m ≤ w a b := hm (Set.mem_range_self (a, b))
    unfold gauge
    linarith
  constructor
  · apply exists_potential w
    intro x n hn hx
    refine csInf_le ⟨m, ?_⟩ ⟨x, n, hn, hx, rfl⟩
    rintro r ⟨y, k, hk, hy, rfl⟩
    exact le_mean_of_potential hw hk hy
  · rintro e ⟨g, hg⟩
    obtain ⟨o⟩ := ‹Nonempty S›
    refine le_csInf ⟨_, fun _ => o, 1, one_pos, rfl, rfl⟩ ?_
    rintro r ⟨x, n, hn, hx, rfl⟩
    exact le_mean_of_potential hg hn hx

end

end EquivalentPotentials
```

```lean
#print axioms EquivalentPotentials.le_mean_of_potential
#print axioms EquivalentPotentials.mean_eq_iff
#print axioms EquivalentPotentials.same_closed_energy_iff
#print axioms EquivalentPotentials.groundEnergy_isGreatest
```

```
'EquivalentPotentials.le_mean_of_potential' depends on axioms: [propext, Classical.choice, Quot.sound]
'EquivalentPotentials.mean_eq_iff' depends on axioms: [propext, Classical.choice, Quot.sound]
'EquivalentPotentials.same_closed_energy_iff' depends on axioms: [propext, Classical.choice, Quot.sound]
'EquivalentPotentials.groundEnergy_isGreatest' depends on axioms: [propext, Classical.choice, Quot.sound]
```

## Open chains

The summation in (d) also gives a bound for chains that do not close. If $e\le w_g(a,b)$ for all $a,b$, then (a) yields

$$U_w(x,n)\ge ne+g(x_n)-g(x_0).$$

For finite $S$ the end terms are bounded independently of $n$, so a long open chain can lie below $ne$ by at most a fixed boundary energy. This consequence is derived here in ordinary mathematics and has no theorem in the Lean code.
